# Orthogonal changes of axes leave the determinant of the Voigt stiffness matrix unchanged

## Index pairs, weights and the two 6×6 matrices

Let C be a real rank-4 tensor on three-dimensional space with components C_ijkl. Axes are counted from zero, so each index is 0, 1 or 2. The tensor has the minor symmetries if

C_ijkl = C_jikl and C_ijkl = C_ijlk.

For a stiffness tensor these express the symmetry of stress and of strain. The major symmetry C_ijkl = C_klij, which comes from an elastic energy, holds for ordinary elastic constants but is not needed below.

A Voigt index I runs from 0 to 5 and stands for a pair of axes (p(I), q(I)), in the order 00, 11, 22, 12, 02, 01. With axes counted from one, this is the usual order 11, 22, 33, 23, 13, 12. The weight w_I is the number of ordered pairs that I represents: 1 for the three normal indices and 2 for the three shear indices.

The unweighted Voigt matrix V and the Mandel matrix M are

V_IJ = C_p(I)q(I)p(J)q(J),
M_IJ = √w_I √w_J V_IJ.

A change of axes is a real 3×3 matrix R with R Rᵀ = 1. Reflections are included. The transformed tensor is

C′_ijkl = Σ_abcd R_ia R_jb R_kc R_ld C_abcd,

and V′ denotes its Voigt matrix. The claim is that, for C with the minor symmetries,

det V′ = det V and det V = (det M)/8.

## The determinant by hand

**Folding nine pairs into six.** Let f_ab be symmetric. In the sum Σ_ab R_ia R_jb f_ab, each diagonal entry of f occurs once, while each off-diagonal entry occurs twice, with the roles of a and b exchanged. Both cases are covered by

Σ_ab R_ia R_jb f_ab = Σ_A k_ij,A f_p(A)q(A),
k_ij,A = (w_A/2) (R_ip(A) R_jq(A) + R_iq(A) R_jp(A)).

For a normal index the two products coincide and the factor 1/2 removes the double count. For a shear index the factor is 1 and both products are kept.

**The Bond matrix.** Put K(R)_IA = k_p(I)q(I),A. Folding the sum over c, d and then the sum over a, b in the transformation law gives

V′_IJ = Σ_AB K(R)_IA V_AB K(R)_JB,

that is, V′ = K(R) V K(R)ᵀ. Hence det V′ = (det K(R))² det V, and it remains to show that (det K(R))² = 1.

**Composition.** Let S be a second 3×3 matrix. Its coefficients (w_B/2)(S_ap(B) S_bq(B) + S_aq(B) S_bp(B)) are symmetric in a and b. The folding identity, read from right to left, therefore turns the matrix product into a sum over all a, b:

(K(R)K(S))_IB = Σ_ab R_p(I)a R_q(I)b (w_B/2)(S_ap(B) S_bq(B) + S_aq(B) S_bp(B)).

Summing over a and b replaces each pair of factors by an entry of RS, so K(R)K(S) = K(RS). For R = 1, the entry K(1)_IA vanishes unless I and A name the same pair. When they do, it is (1/2)(1 + 1) = 1 for a normal index and (2/2)(1 + 0) = 1 for a shear index. Thus K(1) = 1.

**Transposition.** From the definition,

w_A K(Rᵀ)_AI = (w_A w_I/2)(R_p(I)p(A) R_q(I)q(A) + R_q(I)p(A) R_p(I)q(A)) = K(R)_IA w_I.

With W = diag(1, 1, 1, 2, 2, 2) this reads W K(Rᵀ) = K(R)ᵀ W. Taking determinants and dividing by det W = 8 gives det K(Rᵀ) = det K(R). Orthogonality now yields

(det K(R))² = det K(R) det K(Rᵀ) = det K(R Rᵀ) = det K(1) = 1.

**The Mandel factor.** With D = diag(1, 1, 1, √2, √2, √2) we have M = D V D, so

det M = (det D)² det V = ((√2)³)² det V = 8 det V.

## Tensors and Voigt matrices in Lean

```lean
import Mathlib

open Matrix

namespace VoigtDeterminant

noncomputable section
```

A tensor is simply its table of components, a real function of four indices in `Fin 3`.

```lean
/-- A real rank-4 tensor on three-dimensional space, given by its components. -/
abbrev Tensor4 := Fin 3 → Fin 3 → Fin 3 → Fin 3 → ℝ
```

The minor symmetries are a separate property of such a table, so they appear as an explicit hypothesis wherever they are used.

```lean
/-- The minor symmetries: the components do not change when the first two indices
are exchanged, or the last two. -/
def MinorSymmetric (C : Tensor4) : Prop :=
  ∀ i j k l, C i j k l = C j i k l ∧ C i j k l = C i j l k
```

The functions `fst` and `snd` are p and q above. Together they fix the order of the Voigt pairs.

```lean
/-- First axis of each Voigt pair 00, 11, 22, 12, 02, 01 (axes counted from zero). -/
def fst : Fin 6 → Fin 3 := ![0, 1, 2, 1, 0, 0]

/-- Second axis of each Voigt pair 00, 11, 22, 12, 02, 01 (axes counted from zero). -/
def snd : Fin 6 → Fin 3 := ![0, 1, 2, 2, 2, 1]
```

The next two lists are w and the diagonal of D.

```lean
/-- Number of ordered index pairs that a Voigt index stands for. -/
def weight : Fin 6 → ℝ := ![1, 1, 1, 2, 2, 2]

/-- The Mandel factors: one for normal components, `√2` for shear components. -/
def mandelFactor : Fin 6 → ℝ := ![1, 1, 1, √2, √2, √2]
```

The definition `voigt` reads off components without any factor, as is customary for stiffness. The usual compliance matrix, which carries factors 2 and 4 on its shear entries, is not `voigt` applied to the compliance tensor.

```lean
/-- The unweighted 6x6 Voigt matrix of a rank-4 tensor. -/
def voigt (C : Tensor4) : Matrix (Fin 6) (Fin 6) ℝ :=
  Matrix.of fun I J => C (fst I) (snd I) (fst J) (snd J)

/-- The 6x6 Mandel matrix of a rank-4 tensor. -/
def mandel (C : Tensor4) : Matrix (Fin 6) (Fin 6) ℝ :=
  Matrix.of fun I J => mandelFactor I * mandelFactor J * voigt C I J
```

The change of axes acts on all four tensor indices. It is therefore defined independently of the Bond matrix, whose role has to be proved. The sums over c and d are grouped inside those over a and b, ready for folding.

```lean
/-- The components of the tensor after the change of axes `R`: each of the four indices
is transformed by `R`. -/
def rotate (R : Matrix (Fin 3) (Fin 3) ℝ) (C : Tensor4) : Tensor4 :=
  fun i j k l => ∑ a, ∑ b, R i a * R j b * ∑ c, ∑ d, R k c * R l d * C a b c d
```

The coefficient k_ij,A is `bondCoeff R i j A`, and K(R) is `bond R`. Both are defined for every real 3×3 matrix, orthogonal or not.

```lean
/-- The coefficient with which the Voigt component `A` of a symmetric array enters the
transformed component `i j`. -/
def bondCoeff (R : Matrix (Fin 3) (Fin 3) ℝ) (i j : Fin 3) (A : Fin 6) : ℝ :=
  weight A / 2 * (R i (fst A) * R j (snd A) + R i (snd A) * R j (fst A))

/-- The 6x6 Bond matrix of a change of axes. -/
def bond (R : Matrix (Fin 3) (Fin 3) ℝ) : Matrix (Fin 6) (Fin 6) ℝ :=
  Matrix.of fun I A => bondCoeff R (fst I) (snd I) A
```

## From the tensor law to the Bond matrix

The first theorem is the folding identity. Its proof writes out both sums, uses the symmetry `hf` to identify the three pairs of off-diagonal entries, and leaves a polynomial identity to `ring`.

```lean
/-- The transformation of a symmetric array, a sum over nine index pairs, is a sum over
the six Voigt indices. -/
theorem sum_pairs_eq_sum_voigt (R : Matrix (Fin 3) (Fin 3) ℝ) (i j : Fin 3)
    (f : Fin 3 → Fin 3 → ℝ) (hf : ∀ a b, f a b = f b a) :
    ∑ a, ∑ b, R i a * R j b * f a b = ∑ A, bondCoeff R i j A * f (fst A) (snd A) := by
  simp only [Fin.sum_univ_three, Fin.sum_univ_six, bondCoeff]
  rw [hf 1 0, hf 2 0, hf 2 1]
  simp only [fst, snd, weight, Matrix.cons_val]
  ring
```

The theorem `voigt_rotate` is V′ = K V Kᵀ. The step `inner` folds the sum over c, d by the second minor symmetry. The step `outer` folds the sum over a, b by the first, applied to the array that the inner fold has produced. What remains is to match the result with the entries of the matrix product. Orthogonality plays no part here.

```lean
/-- For a tensor with the minor symmetries, transforming all four indices by `R` multiplies the
Voigt matrix by the Bond matrix of `R` on the left and by its transpose on the right. -/
theorem voigt_rotate (R : Matrix (Fin 3) (Fin 3) ℝ) (C : Tensor4) (hC : MinorSymmetric C) :
    voigt (rotate R C) = bond R * voigt C * (bond R)ᵀ := by
  ext I J
  -- fold the last index pair, then the first
  have inner : ∀ a b, ∑ c, ∑ d, R (fst J) c * R (snd J) d * C a b c d
      = ∑ B, bondCoeff R (fst J) (snd J) B * C a b (fst B) (snd B) := fun a b =>
    sum_pairs_eq_sum_voigt R _ _ (C a b) (fun c d => (hC a b c d).2)
  have outer := sum_pairs_eq_sum_voigt R (fst I) (snd I)
    (fun a b => ∑ B, bondCoeff R (fst J) (snd J) B * C a b (fst B) (snd B))
    (fun a b => Finset.sum_congr rfl fun B _ => by rw [(hC a b (fst B) (snd B)).1])
  rw [Matrix.mul_assoc]
  simp only [Matrix.mul_apply, Matrix.transpose_apply, voigt, bond, rotate, Matrix.of_apply,
    inner]
  refine outer.trans (Finset.sum_congr rfl fun A _ => ?_)
  congr 1
  exact Finset.sum_congr rfl fun B _ => mul_comm _ _
```

The composition law uses the folding identity in reverse, with the Bond coefficients of `S` as the symmetric array. The first bullet checks that symmetry, and the second recognises the entries of `R * S`.

```lean
/-- The Bond matrix of two successive changes of axes is the product of their Bond
matrices. -/
theorem bond_mul (R S : Matrix (Fin 3) (Fin 3) ℝ) : bond R * bond S = bond (R * S) := by
  ext I B
  simp only [Matrix.mul_apply, bond, Matrix.of_apply]
  refine (sum_pairs_eq_sum_voigt R _ _ (fun a b => bondCoeff S a b B) ?_).symm.trans ?_
  · intro a b
    simp only [bondCoeff]
    ring
  · simp only [bondCoeff, Matrix.mul_apply, Fin.sum_univ_three]
    ring
```

## Why the Bond determinant squares to one

The hypothesis `hR` enters in the next theorem. The auxiliary statements `hone`, `hT` and `hw` are K(1) = 1, W K(Rᵀ) = K(R)ᵀ W and det W = 8. Taking determinants of `hT` gives `he`, the equality of det K(Rᵀ) and det K(R). Taking determinants of the composition law for R and Rᵀ gives `hp`, their product being 1. No 6×6 determinant has to be expanded for a general R.

```lean
/-- The Bond matrix of an orthogonal change of axes has determinant of square one. -/
theorem det_bond_sq (R : Matrix (Fin 3) (Fin 3) ℝ) (hR : R * Rᵀ = 1) :
    (bond R).det ^ 2 = 1 := by
  have hone : bond 1 = 1 := by
    ext I J
    fin_cases I <;> fin_cases J <;>
      simp [bond, bondCoeff, fst, snd, weight, Matrix.one_apply] <;> norm_num
  -- transposing R transposes the Bond matrix up to the pair weights
  have hT : Matrix.diagonal weight * bond Rᵀ = (bond R)ᵀ * Matrix.diagonal weight := by
    ext A I
    simp only [Matrix.diagonal_mul, Matrix.mul_diagonal, Matrix.transpose_apply, bond,
      bondCoeff, Matrix.of_apply]
    ring
  have hw : (Matrix.diagonal weight).det = 8 := by
    rw [Matrix.det_diagonal, Fin.prod_univ_six]
    simp only [weight, Matrix.cons_val]
    norm_num
  have hd := congrArg Matrix.det hT
  rw [Matrix.det_mul, Matrix.det_mul, Matrix.det_transpose, hw] at hd
  have hp := congrArg Matrix.det (bond_mul R Rᵀ)
  rw [hR, hone, Matrix.det_mul, Matrix.det_one] at hp
  have he : (bond Rᵀ).det = (bond R).det := by linarith
  rw [he] at hp
  rw [pow_two, hp]
```

## The factor of eight and the invariance theorem

The relation between the two matrices is proved for every table of components, without any symmetry. In the proof, `h` is M = D V D, `hs` is det D = (√2)³, and `h8` is the square of that number.

```lean
/-- The determinant of the Mandel matrix is eight times that of the Voigt matrix. -/
theorem det_mandel (C : Tensor4) : (mandel C).det = 8 * (voigt C).det := by
  have h : mandel C
      = Matrix.diagonal mandelFactor * voigt C * Matrix.diagonal mandelFactor := by
    ext I J
    simp only [Matrix.mul_diagonal, Matrix.diagonal_mul, mandel, Matrix.of_apply]
    ring
  have hs : (Matrix.diagonal mandelFactor).det = √2 ^ 3 := by
    rw [Matrix.det_diagonal, Fin.prod_univ_six]
    simp only [mandelFactor, Matrix.cons_val]
    ring
  have h2 : √2 ^ 2 = (2 : ℝ) := Real.sq_sqrt (by norm_num)
  have h8 : √2 ^ 3 * √2 ^ 3 = (8 : ℝ) := by
    calc √2 ^ 3 * √2 ^ 3 = (√2 ^ 2) ^ 3 := by ring
      _ = 8 := by rw [h2]; norm_num
  rw [h, Matrix.det_mul, Matrix.det_mul, hs]
  linear_combination (voigt C).det * h8
```

The main theorem takes a tensor `C` with the minor symmetries and a matrix `R` with R Rᵀ = 1, and concludes both equalities. The first follows from V′ = K V Kᵀ and (det K)² = 1, the second from `det_mandel`. Neither positivity nor invertibility of the stiffness is assumed, so the theorem also covers unstable and singular cases.

```lean
/-- For a tensor with the minor symmetries, the determinant of the unweighted Voigt matrix
is unchanged by every orthogonal change of axes, and equals one eighth of the determinant
of the Mandel matrix. -/
theorem det_voigt_invariant (C : Tensor4) (hC : MinorSymmetric C)
    (R : Matrix (Fin 3) (Fin 3) ℝ) (hR : R * Rᵀ = 1) :
    (voigt (rotate R C)).det = (voigt C).det ∧ (voigt C).det = (mandel C).det / 8 := by
  constructor
  · rw [voigt_rotate R C hC, Matrix.det_mul, Matrix.det_mul, Matrix.det_transpose]
    linear_combination (voigt C).det * det_bond_sq R hR
  · rw [det_mandel]
    ring
```

In simulation practice, this gives a consistency test for elastic constants of one crystal calculated in two orthonormal frames: within linear elasticity, and up to numerical error, the two Voigt determinants must agree. Agreement is necessary but does not show that the two tensors are related by a rotation, since a determinant is only one number.

The tensor could also have been modelled as a linear map on the six-dimensional space of symmetric 3×3 matrices, sending a strain ε to the stress Σ_kl C_ijkl ε_kl. Its determinant would be independent of the basis from the start, and a change of axes would act by conjugation, so invariance would be immediate. The Mandel matrix represents this map in an orthonormal basis. The component model used here works directly with the unweighted matrix found in tables of elastic constants, and the proof derives its Bond transformation along the way.

## The isotropic solid and its fluid limit

For an isotropic solid with Lamé constants λ and μ, written `l` and `m` in the code, and with p now denoting the fourth tensor index instead of the first axis of a Voigt pair,

C_ijkp = λ δ_ij δ_kp + μ(δ_ik δ_jp + δ_ip δ_jk).

```lean
/-- The isotropic stiffness tensor with Lamé constants `l` and `m`. -/
def isotropic (l m : ℝ) : Tensor4 := fun i j k p =>
  l * ((if i = j then 1 else 0) * (if k = p then 1 else 0))
    + m * ((if i = k then 1 else 0) * (if j = p then 1 else 0)
      + (if i = p then 1 else 0) * (if j = k then 1 else 0))
```

The Voigt matrix has a normal 3×3 block, with λ + 2μ on the diagonal and λ elsewhere, and a shear block μ·1. The normal block has eigenvalue 3λ + 2μ on (1, 1, 1) and eigenvalue 2μ twice on the plane perpendicular to it. Therefore

det V = (3λ + 2μ)(2μ)² · μ³ = 4μ⁵(3λ + 2μ).

The equivalence `splitIndex` separates the three normal indices from the three shear indices.

```lean
/-- The six Voigt indices split into three normal and three shear ones. -/
def splitIndex : Fin 3 ⊕ Fin 3 ≃ Fin 6 := finSumFinEquiv (m := 3) (n := 3)
```

The last theorem first verifies the minor symmetries by going through the components, so the main theorem applies to this tensor. For the determinant, `h` puts the matrix into block form. Relabelling rows and columns by the same equivalence does not change the determinant, and the block matrix gives the product of its two block determinants. The 3×3 normal block is expanded directly rather than diagonalised.

```lean
/-- The isotropic stiffness tensor has the minor symmetries, and its Voigt determinant is
`4 m⁵ (3 l + 2 m)` in terms of the Lamé constants. -/
theorem isotropic_witness (l m : ℝ) :
    MinorSymmetric (isotropic l m) ∧
      (voigt (isotropic l m)).det = 4 * m ^ 5 * (3 * l + 2 * m) := by
  constructor
  · intro i j k p
    constructor <;> fin_cases i <;> fin_cases j <;> fin_cases k <;> fin_cases p <;>
      simp [isotropic]
  · have f1 : ∀ i, fst (splitIndex (Sum.inl i)) = i := by decide
    have s1 : ∀ i, snd (splitIndex (Sum.inl i)) = i := by decide
    have f2 : ∀ i, fst (splitIndex (Sum.inr i)) = ![1, 0, 0] i := by decide
    have s2 : ∀ i, snd (splitIndex (Sum.inr i)) = ![2, 2, 1] i := by decide
    -- normal and shear components decouple
    have h : (voigt (isotropic l m)).submatrix splitIndex splitIndex
        = Matrix.fromBlocks !![l + 2 * m, l, l; l, l + 2 * m, l; l, l, l + 2 * m] 0 0
          (Matrix.diagonal fun _ : Fin 3 => m) := by
      ext I J
      rcases I with i | i <;> rcases J with j | j <;>
        simp only [Matrix.submatrix_apply, voigt, Matrix.of_apply, f1, s1, f2, s2,
          Matrix.fromBlocks_apply₁₁, Matrix.fromBlocks_apply₁₂,
          Matrix.fromBlocks_apply₂₁, Matrix.fromBlocks_apply₂₂] <;>
        fin_cases i <;> fin_cases j <;> simp [isotropic] <;> ring
    rw [← Matrix.det_submatrix_equiv_self splitIndex, h, Matrix.det_fromBlocks_zero₂₁,
      Matrix.det_diagonal, Matrix.det_fin_three]
    simp
    ring

end

end VoigtDeterminant
```

In the limit μ = 0 the determinant vanishes. This is the elastic response of a fluid, which resists compression through λ but offers no static resistance to the five independent volume-preserving strains. The fifth power of μ counts those strains.

```lean
#print axioms VoigtDeterminant.det_voigt_invariant
-- 'VoigtDeterminant.det_voigt_invariant' depends on axioms: [propext, Classical.choice, Quot.sound]
```
